# The one-way fluxes of two opposite currents differ by the net current

Let the real numbers `x` and `y` be the currents counted in the two opposite directions, so that `x = -y`, and take the one-way flux in each direction to be the positive part of its current, `max x 0` or `max y 0`. The lemma says that the flux belonging to `y` minus the flux belonging to `x` is `-x`, which is the net current counted in the direction of `y`. Antisymmetry is the only assumption; no Hamiltonian or quantum state enters the statement. The proof splits on the sign of `x`, replaces each maximum by its value in that case, and leaves the remaining equation to `ring`.

This version doesn't compile in Lean 4 with Mathlib:

```lean
import Mathlib

open Finset ComplexConjugate

namespace HopBalance

noncomputable section

/-- For an antisymmetric current, the one-way fluxes in the two directions differ by the
net current. -/
theorem hop_balance {x y : ℝ} (h : x = -y) : max y 0 - max x 0 = -x := by
  rcases le_total 0 x with hx | hx
  · rw [max_eq_right (by linarith : y ≤ 0), max_eq_left hx]; ring
  · rw [max_eq_left (by linarith : 0 ≤ y), max_eq_right hx]; ring

end

end HopBalance
```

Compiling this gives:

```
Try this:
  [apply] ring_nf
  
  The `ring` tactic failed to close the goal. Use `ring_nf` to obtain a normal form.
    
  Note that `ring` works primarily in *commutative* rings. If you have a noncommutative ring, abelian group or module, consider using `noncomm_ring`, `abel` or `module` instead.
Main.lean:14:2: error: unsolved goals
case inr
x y : ℝ
h : x = -y
hx : x ≤ 0
⊢ y = -x
```

Both messages concern the second case, where `x ≤ 0`. There the rewrites succeed and turn the goal into `y - 0 = -x`. `ring` simplifies this to `y = -x` and can go no further, because it proves only identities that hold for all values of the variables, and it does not use the hypothesis `h : x = -y`. Lean therefore reports `y = -x` as an unsolved goal. The suggestion to use `ring_nf` would not help, since that tactic only normalises the expression and does not use `h` either.

The first case does not have this trouble: its goal becomes `0 - x = -x`, which is true for every `x`, so `ring` closes it.

The repair replaces the second `ring` by `linarith`, which does use hypotheses from the context. The goal follows from `h` by linear arithmetic, so the proof closes.

The mended proof, as a diff:

```diff
@@ -12,5 +12,5 @@
   rcases le_total 0 x with hx | hx
   · rw [max_eq_right (by linarith : y ≤ 0), max_eq_left hx]; ring
-  · rw [max_eq_left (by linarith : 0 ≤ y), max_eq_right hx]; ring
+  · rw [max_eq_left (by linarith : 0 ≤ y), max_eq_right hx]; linarith
 
 end
```
